# The Mellin exponent for collinear photon emission in closed form

An electron that emits a collinear photon and keeps the energy fraction $z$ is described by the kernel $P(z)=(1+z^2)/(1-z)$, whose pole at $z=1$ comes from soft photons. For a natural number $N\ge 1$, define the exponent

$$E_N=\int_0^1 (z^{N-1}-1)\,P(z)\,dz .$$

The term $z^{N-1}$ is real emission. The $-1$ is the virtual correction, postulated so that $E_1=0$: radiating photons does not change the net number of electrons. Integrating $z^{N-1}$ against $[P]_+$, the plus prescription at $z=1$ applied to the whole kernel including its numerator, means this same subtracted integral. The claim is

$$E_N=\frac32+\frac1{N(N+1)}-2\sum_{k=1}^N\frac1k .$$

At fixed coupling and leading logarithmic accuracy, this exponent governs how the moments of the nonsinglet electron structure function evolve, as used for initial-state photon radiation in high-energy electron collisions. Nonsinglet means the electron distribution minus the positron distribution in the energy fraction $x$, and the $N$-th moment is its integral over $0\le x\le1$ with weight $x^{N-1}$.

## From the geometric sum to the harmonic sum

For $z\neq1$, the identity $z^{N-1}-1=-(1-z)\sum_{k=0}^{N-2}z^k$ cancels the pole:

$$(z^{N-1}-1)P(z)=-(1+z^2)\sum_{k=0}^{N-2}z^k .$$

The sum is empty for $N=1$. Raising $N$ by one adds the single term $k=N-1$, so

$$E_{N+1}-E_N=-\int_0^1(z^{N-1}+z^{N+1})\,dz=-\frac1N-\frac1{N+2}.$$

The right-hand side of the claim changes by

$$\frac1{(N+1)(N+2)}-\frac1{N(N+1)}-\frac2{N+1}.$$

By partial fractions, the first two terms equal $\frac2{N+1}-\frac1{N+2}-\frac1N$, so the total is again $-\frac1N-\frac1{N+2}$. At $N=1$ the closed form gives $\frac32+\frac12-2=0=E_1$, and induction finishes the argument.

Since $\sum_{k=1}^N 1/k-\ln N$ tends to the Euler–Mascheroni constant $\gamma$, it follows that $E_N+2\ln N\to\frac32-2\gamma$. High moments weight $z$ near 1, the region of soft photons.

Finally, let the $N$-th moment $D(t)$ obey $D'=aE_ND$, where $t=\ln(Q^2/m^2)$ is the collinear logarithm for hard scale $Q$ and electron mass $m$, and $a=\alpha/(2\pi)$ is set by the fixed fine-structure constant $\alpha$. Then $D(t)e^{-aE_Nt}$ has zero derivative, so $D(t)=D(0)e^{aE_Nt}$. Differentiating this formula gives the equation back.

## The kernel and its subtracted integral in Lean

```lean
import Mathlib

open Filter Topology

namespace ElectronStructureMellin

noncomputable section
```

The kernel is a function on all real numbers.

```lean
/-- The kernel for collinear photon emission from an electron that keeps the energy
fraction `z`. -/
def emissionKernel (z : ℝ) : ℝ := (1 + z ^ 2) / (1 - z)
```

`evolutionExponent N` is $E_N$, written as an interval integral. Subtraction of natural numbers stops at zero, so the theorems about the exponent at a given `N` assume `1 ≤ N`, which gives `N - 1` its usual meaning. The limit for large `N` needs no such assumption.

```lean
/-- The Mellin-space evolution exponent: the emission kernel integrated over the energy
fraction with weight `z ^ (N - 1) - 1`. -/
def evolutionExponent (N : ℕ) : ℝ :=
  ∫ z in (0 : ℝ)..1, (z ^ (N - 1) - 1) * emissionKernel z
```

## Cancelling the soft pole

Here `n` stands for the power $N-1$. The proof clears the denominator, which is nonzero by `hz`, and uses Mathlib's geometric sum `geom_sum_mul`.

```lean
/-- Away from `z = 1` the subtracted kernel is a polynomial: the soft-photon pole cancels. -/
theorem soft_pole_cancels (n : ℕ) {z : ℝ} (hz : z ≠ 1) :
    (z ^ n - 1) * emissionKernel z
      = -((∑ k ∈ Finset.range n, z ^ k) * (1 + z ^ 2)) := by
  have h := geom_sum_mul z n
  have h1 : 1 - z ≠ 0 := sub_ne_zero.mpr (Ne.symm hz)
  unfold emissionKernel
  rw [← mul_div_assoc, div_eq_iff h1]
  linear_combination -(1 + z ^ 2) * h
```

The polynomial is continuous and hence integrable. Passing to the open interval, where $z<1$ throughout, transfers integrability to the subtracted kernel.

```lean
/-- The subtracted kernel is integrable over the whole range of energy fractions. -/
theorem subtracted_kernel_integrable (n : ℕ) :
    IntervalIntegrable (fun z : ℝ => (z ^ n - 1) * emissionKernel z)
      MeasureTheory.volume 0 1 := by
  have hc : Continuous
      (fun z : ℝ => -((∑ k ∈ Finset.range n, z ^ k) * (1 + z ^ 2))) := by fun_prop
  have hi := hc.intervalIntegrable (μ := MeasureTheory.volume) 0 1
  rw [intervalIntegrable_iff_integrableOn_Ioo_of_le zero_le_one] at hi ⊢
  exact hi.congr_fun (fun z hz => (soft_pole_cancels n (ne_of_lt hz.2)).symm)
    measurableSet_Ioo
```

## Equality almost everywhere

The step between moments turns on `intervalIntegral.integral_congr_ae`. The interval integral runs over $(0,1]$, which contains the pole. Lean sets division by zero to zero, so at $z=1$ the difference of the integrands is 0 while the polynomial is $-2$. The two functions are therefore not equal everywhere, but this lemma asks only for equality outside a null set.

The statement `hne` says that almost every $z$ differs from 1. `filter_upwards [hne]` then reduces the goal to a single such $z$, where `soft_pole_cancels` applies to both integrands. Integrability justifies writing the difference of the integrals as the integral of the difference, and `integral_pow` evaluates the two monomials.

```lean
/-- Going from one moment to the next lowers the exponent by `1 / N + 1 / (N + 2)`. -/
theorem evolutionExponent_step (N : ℕ) (hN : 1 ≤ N) :
    evolutionExponent (N + 1) - evolutionExponent N
      = -(1 / (N : ℝ) + 1 / ((N : ℝ) + 2)) := by
  obtain ⟨n, rfl⟩ : ∃ n, N = n + 1 := ⟨N - 1, by omega⟩
  have hne : ∀ᵐ z : ℝ, z ≠ 1 := by simp [MeasureTheory.ae_iff]
  -- the difference of the two integrands is a polynomial almost everywhere
  have hcongr : ∫ z in (0 : ℝ)..1,
      ((z ^ (n + 1) - 1) * emissionKernel z - (z ^ n - 1) * emissionKernel z)
      = ∫ z in (0 : ℝ)..1, -(z ^ n + z ^ (n + 2)) := by
    apply intervalIntegral.integral_congr_ae
    filter_upwards [hne] with z hz _
    rw [soft_pole_cancels (n + 1) hz, soft_pole_cancels n hz, Finset.sum_range_succ]
    ring
  unfold evolutionExponent
  simp only [Nat.add_sub_cancel]
  refine (intervalIntegral.integral_sub (subtracted_kernel_integrable (n + 1))
    (subtracted_kernel_integrable n)).symm.trans ?_
  refine hcongr.trans ?_
  have hp : ∀ m : ℕ, IntervalIntegrable (fun z : ℝ => z ^ m)
      MeasureTheory.volume 0 1 := fun m => (continuous_pow m).intervalIntegrable 0 1
  rw [intervalIntegral.integral_neg, intervalIntegral.integral_add (hp n) (hp (n + 2)),
    integral_pow, integral_pow, zero_pow (by omega : n + 1 ≠ 0),
    zero_pow (by omega : n + 2 + 1 ≠ 0)]
  simp only [one_pow, sub_zero]
  push_cast
  ring
```

## Induction on the moment

The base case is the vanishing of the exponent at $N=1$. In the successor case `n` is the moment number $N$ itself, `key` is the partial-fraction identity, and `linear_combination` adds it to the step and the induction hypothesis.

```lean
/-- The exponent `evolutionExponent N` in closed form, for every moment `N ≥ 1`. -/
theorem evolutionExponent_eq (N : ℕ) (hN : 1 ≤ N) :
    evolutionExponent N
      = 3 / 2 + 1 / ((N : ℝ) * ((N : ℝ) + 1))
        - 2 * ∑ k ∈ Finset.Icc 1 N, 1 / (k : ℝ) := by
  induction N, hN using Nat.le_induction with
  | base =>
    -- the first moment has zero weight
    have h0 : evolutionExponent 1 = 0 := by simp [evolutionExponent]
    rw [h0]
    norm_num
  | succ n hn ih =>
    have h := evolutionExponent_step n hn
    have hpos : (0 : ℝ) < n := by exact_mod_cast hn
    have h0 : (n : ℝ) ≠ 0 := ne_of_gt hpos
    have h1 : (n : ℝ) + 1 ≠ 0 := by positivity
    have h2 : (n : ℝ) + 2 ≠ 0 := by positivity
    have h3 : (n : ℝ) + 1 + 1 ≠ 0 := by positivity
    -- partial fractions match the step of the closed form
    have key : 1 / ((n : ℝ) * ((n : ℝ) + 1)) - (1 / (n : ℝ) + 1 / ((n : ℝ) + 2))
        = 1 / (((n : ℝ) + 1) * ((n : ℝ) + 1 + 1)) - 2 * (1 / ((n : ℝ) + 1)) := by
      have h4 : (n : ℝ) + 1 + 1 = n + 2 := by ring
      rw [h4]
      field_simp
      ring
    rw [Finset.sum_Icc_succ_top (by omega)]
    push_cast
    linear_combination h + ih + key
```

## Soft photons and the evolution equation

The limit combines the closed form with Mathlib's `Real.tendsto_harmonic_sub_log`. The closed form is needed only for $N\ge1$, which holds eventually.

```lean
/-- For high moments the exponent behaves as `-2 ln N` plus the constant `3/2 - 2γ`, with
`γ` the Euler–Mascheroni constant. -/
theorem evolutionExponent_large_moment :
    Tendsto (fun N : ℕ => evolutionExponent N + 2 * Real.log N) atTop
      (𝓝 (3 / 2 - 2 * Real.eulerMascheroniConstant)) := by
  have h1 : Tendsto (fun N : ℕ => ((N : ℝ))⁻¹) atTop (𝓝 0) :=
    tendsto_inv_atTop_zero.comp tendsto_natCast_atTop_atTop
  have h2 : Tendsto (fun N : ℕ => 1 / ((N : ℝ) + 1)) atTop (𝓝 0) :=
    tendsto_one_div_add_atTop_nhds_zero_nat
  have hlim : Tendsto (fun N : ℕ => 3 / 2 + ((N : ℝ))⁻¹ * (1 / ((N : ℝ) + 1))
      - 2 * ((harmonic N : ℝ) - Real.log N)) atTop
      (𝓝 (3 / 2 + 0 * 0 - 2 * Real.eulerMascheroniConstant)) :=
    ((h1.mul h2).const_add (3 / 2)).sub (Real.tendsto_harmonic_sub_log.const_mul 2)
  rw [mul_zero, add_zero] at hlim
  refine hlim.congr' ?_
  filter_upwards [eventually_ge_atTop 1] with N hN
  have hH : (harmonic N : ℝ) = ∑ k ∈ Finset.Icc 1 N, 1 / (k : ℝ) := by
    simp [harmonic_eq_sum_Icc]
  have hprod : ((N : ℝ))⁻¹ * (1 / ((N : ℝ) + 1)) = 1 / ((N : ℝ) * ((N : ℝ) + 1)) := by
    rw [one_div, one_div, mul_inv]
  rw [evolutionExponent_eq N hN, hH]
  linear_combination hprod
```

The last theorem is an equivalence for any real `a` and any function `D` on the real line. It takes the evolution equation as given and does not construct `D` as the moment of a structure function; running coupling and electron–positron pair production are absent from the model. The forward direction divides out the exponential and uses `is_const_of_deriv_eq_zero`; the reverse direction differentiates the formula.

```lean
/-- For `N ≥ 1` and real `a`, a real function `D` has derivative `a * evolutionExponent N * D t` at
every real `t` exactly when `D t` is always `D 0` times the exponential of `a t` times the
closed-form exponent. -/
theorem moment_evolution_iff (N : ℕ) (hN : 1 ≤ N) (a : ℝ) (D : ℝ → ℝ) :
    (∀ t, HasDerivAt D (a * evolutionExponent N * D t) t) ↔
      ∀ t, D t = D 0 * Real.exp (a * (3 / 2 + 1 / ((N : ℝ) * ((N : ℝ) + 1))
        - 2 * ∑ k ∈ Finset.Icc 1 N, 1 / (k : ℝ)) * t) := by
  rw [← evolutionExponent_eq N hN]
  generalize evolutionExponent N = g
  constructor
  · intro hD t
    -- dividing out the exponential leaves a constant
    have hq : ∀ s, HasDerivAt (fun s => D s * Real.exp (-(a * g) * s)) 0 s := by
      intro s
      have hE := ((hasDerivAt_id' s).const_mul (-(a * g))).exp
      exact ((hD s).fun_mul hE).congr_deriv (by ring)
    have hconst : D t * Real.exp (-(a * g) * t) = D 0 * Real.exp (-(a * g) * 0) :=
      is_const_of_deriv_eq_zero (fun s => (hq s).differentiableAt)
        (fun s => (hq s).deriv) t 0
    rw [mul_zero, Real.exp_zero, mul_one] at hconst
    have hinv : Real.exp (-(a * g) * t) * Real.exp (a * g * t) = 1 := by
      rw [← Real.exp_add, ← Real.exp_zero]
      congr 1
      ring
    rw [← hconst, mul_assoc, hinv, mul_one]
  · intro h t
    have hE := (((hasDerivAt_id' t).const_mul (a * g)).exp).const_mul (D 0)
    have hD := hE.congr_of_eventuallyEq (Eventually.of_forall h)
    refine hD.congr_deriv ?_
    rw [h t]
    ring

end

end ElectronStructureMellin
```

```lean
#print axioms ElectronStructureMellin.evolutionExponent_eq
-- 'ElectronStructureMellin.evolutionExponent_eq' depends on axioms: [propext, Classical.choice, Quot.sound]
#print axioms ElectronStructureMellin.evolutionExponent_large_moment
-- 'ElectronStructureMellin.evolutionExponent_large_moment' depends on axioms: [propext, Classical.choice, Quot.sound]
#print axioms ElectronStructureMellin.moment_evolution_iff
-- 'ElectronStructureMellin.moment_evolution_iff' depends on axioms: [propext, Classical.choice, Quot.sound]
```
